# A preconditioner that rescales a unit eigenvector by $t/u$ replaces its nonzero eigenvalue $u$ by $t$ in the characteristic polynomial

A self-consistent-field loop is nonlinear, and the model here replaces it by one fixed real square matrix $E$ of finite size, the linear response of input minus output density at the fixed point, with an exactly known unit eigenvector $v$ whose eigenvalue $u$ is nonzero. That the preconditioner $P = 1 + (t/u - 1)\,vv^{\mathsf T}$ moves $u$ to a chosen real number $t$ and leaves the other eigenvalues alone is expressed as an identity between the characteristic polynomials of $PE$ and $E$, which counts multiplicities and needs neither symmetry nor a diagonalisation of $E$.

```lean
import Mathlib

open Matrix Polynomial

namespace ModeDeflation

variable {n : Type*} [Fintype n] [DecidableEq n]

/-- The rank-one preconditioner `1 + (r - 1) v vᵀ`; deflation from `u` to `t` uses `r = t / u`. -/
def deflator (r : ℝ) (v : n → ℝ) : Matrix n n ℝ := 1 + (r - 1) • vecMulVec v v

/-- If `M v = a v`, then `a det (M - v wᵀ) = (a - w·v) det M`, over any commutative ring. -/
theorem det_sub_rank_one {R : Type*} [CommRing R] (M : Matrix n n R) (v w : n → R) (a : R)
    (h : M *ᵥ v = a • v) :
    a * (M - vecMulVec v w).det = (a - w ⬝ᵥ v) * M.det := by
  let Bc : Matrix n Unit R := Matrix.of fun i _ => v i
  let Cr : Matrix Unit n R := Matrix.of fun _ j => w j
  let A : Matrix Unit Unit R := Matrix.of fun _ _ => a
  let D : Matrix Unit Unit R := Matrix.of fun _ _ => a - w ⬝ᵥ v
  have hMB : M * Bc = Bc * A := by
    ext i j
    have h' : ∑ k, M i k * v k = a * v i := congrFun h i
    change ∑ k, M i k * v k = ∑ _k : Unit, v i * a
    rw [h']
    simp [mul_comm]
  have hBC : Bc * Cr = vecMulVec v w := by
    ext i j
    change ∑ _k : Unit, v i * w j = v i * w j
    simp
  have hD' : -(Cr * Bc) + A = D := by
    ext i j
    change -(∑ k, w k * v k) + a = a - ∑ k, w k * v k
    ring
  have hA : A.det = a := Matrix.det_unique A
  have hD : D.det = a - w ⬝ᵥ v := Matrix.det_unique D
  -- a column operation clears the border column of the bordered matrix
  have h1 : fromBlocks M Bc Cr (1 : Matrix Unit Unit R) *
      fromBlocks (1 : Matrix n n R) (-Bc) (0 : Matrix Unit n R) A
      = fromBlocks M (0 : Matrix n Unit R) Cr D := by
    rw [fromBlocks_multiply]
    simp only [Matrix.mul_one, Matrix.mul_zero, add_zero, Matrix.mul_neg, hMB,
      neg_add_cancel, Matrix.one_mul, hD']
  have h2 := congrArg Matrix.det h1
  rw [det_mul, det_fromBlocks_one₂₂, det_fromBlocks_zero₂₁, det_fromBlocks_zero₁₂,
    det_one, hA, hD, hBC] at h2
  linear_combination h2

/-- Brauer's theorem: if `E v = u v`, the characteristic polynomials of `E + v wᵀ` and `E`
satisfy `(X - u) χ(E + v wᵀ) = (X - (u + w·v)) χ(E)`. -/
theorem brauer_charpoly {R : Type*} [CommRing R] (E : Matrix n n R) (v w : n → R) (u : R)
    (hv : E *ᵥ v = u • v) :
    (X - C u) * (E + vecMulVec v w).charpoly = (X - C (u + w ⬝ᵥ v)) * E.charpoly := by
  have hM : charmatrix (E + vecMulVec v w)
      = charmatrix E - vecMulVec (fun i => C (v i)) (fun i => C (w i)) := by
    refine Matrix.ext fun i j => ?_
    simp only [charmatrix_apply, Matrix.sub_apply, Matrix.add_apply, vecMulVec_apply,
      C_add, C_mul]
    ring
  -- `v` is an eigenvector of `X - E` with eigenvalue `X - u`
  have hev : charmatrix E *ᵥ (fun i => C (v i)) = (X - C u : R[X]) • (fun i => C (v i)) := by
    funext i
    have hi : ∑ k, E i k * v k = u * v i := congrFun hv i
    have h' : ∑ k, C (E i k) * C (v k) = C u * C (v i) := by
      rw [← C_mul, ← hi, _root_.map_sum]
      simp only [C_mul]
    simp only [Matrix.mulVec, dotProduct, charmatrix_apply, sub_mul, Finset.sum_sub_distrib,
      Matrix.diagonal_apply, ite_mul, zero_mul, Finset.sum_ite_eq, Finset.mem_univ, if_true,
      Pi.smul_apply, smul_eq_mul, h']
  have hdot : (fun i => C (w i)) ⬝ᵥ (fun i => C (v i)) = C (w ⬝ᵥ v) := by
    simp only [dotProduct, _root_.map_sum, C_mul]
  have key := det_sub_rank_one (charmatrix E) _ (fun i => C (w i)) _ hev
  unfold Matrix.charpoly
  rw [hM, key, hdot, C_add]
  ring

/-- The preconditioner adds to a vector `x` the amount `(r - 1) (v·x)` of the mode `v`. -/
theorem deflator_mulVec (r : ℝ) (v x : n → ℝ) :
    deflator r v *ᵥ x = x + ((r - 1) * (v ⬝ᵥ x)) • v := by
  rw [deflator, Matrix.add_mulVec, Matrix.one_mulVec]
  congr 1
  funext i
  simp only [Matrix.mulVec, dotProduct, Matrix.smul_apply, vecMulVec_apply, Pi.smul_apply,
    smul_eq_mul, Finset.sum_mul, Finset.mul_sum]
  exact Finset.sum_congr rfl fun k _ => by ring

/-- The preconditioned matrix is the rank-one update `E + v wᵀ` with `wᵀ = (r - 1) vᵀ E`. -/
theorem deflator_mul (r : ℝ) (v : n → ℝ) (E : Matrix n n ℝ) :
    deflator r v * E = E + vecMulVec v ((r - 1) • (v ᵥ* E)) := by
  rw [deflator, add_mul, one_mul, smul_mul_assoc]
  congr 1
  ext i j
  simp only [Matrix.smul_apply, Matrix.mul_apply, vecMulVec_apply, Matrix.vecMul, dotProduct,
    Pi.smul_apply, smul_eq_mul, Finset.mul_sum]
  exact Finset.sum_congr rfl fun k _ => by ring

/-- For a normalised mode `v` of a real matrix `E` with eigenvalue `u ≠ 0` and
`P = 1 + (t/u - 1) v vᵀ`, one has `(X - u) χ(P E) = (X - t) χ(E)`. -/
theorem charpoly_deflated (E : Matrix n n ℝ) (v : n → ℝ) (u t : ℝ)
    (hv : E *ᵥ v = u • v) (hn : v ⬝ᵥ v = 1) (hu : u ≠ 0) :
    (X - C u) * (deflator (t / u) v * E).charpoly = (X - C t) * E.charpoly := by
  have hd : t / u * u = t := div_mul_cancel₀ t hu
  -- the shift of the eigenvalue is `(t/u - 1) vᵀ E v = t - u`
  have hw : u + ((t / u - 1) • (v ᵥ* E)) ⬝ᵥ v = t := by
    rw [smul_dotProduct, ← Matrix.dotProduct_mulVec, hv, dotProduct_smul, hn]
    simp only [smul_eq_mul]
    linear_combination hd
  rw [deflator_mul, brauer_charpoly E v _ u hv, hw]

/-- Counted with algebraic multiplicity, the real eigenvalues of `P E` together with `u`
are the real eigenvalues of `E` together with `t`. -/
theorem roots_deflated (E : Matrix n n ℝ) (v : n → ℝ) (u t : ℝ)
    (hv : E *ᵥ v = u • v) (hn : v ⬝ᵥ v = 1) (hu : u ≠ 0) :
    {u} + (deflator (t / u) v * E).charpoly.roots = {t} + E.charpoly.roots := by
  have h := congrArg Polynomial.roots (charpoly_deflated E v u t hv hn hu)
  have h1 := ((monic_X_sub_C u).mul (Matrix.charpoly_monic (deflator (t / u) v * E))).ne_zero
  have h2 := ((monic_X_sub_C t).mul (Matrix.charpoly_monic E)).ne_zero
  rwa [roots_mul h1, roots_mul h2, roots_X_sub_C, roots_X_sub_C] at h

/-- The deflated mode satisfies `P E v = t v`. -/
theorem deflated_mode (E : Matrix n n ℝ) (v : n → ℝ) (u t : ℝ)
    (hv : E *ᵥ v = u • v) (hn : v ⬝ᵥ v = 1) (hu : u ≠ 0) :
    (deflator (t / u) v * E) *ᵥ v = t • v := by
  have hd : t / u * u = t := div_mul_cancel₀ t hu
  have e : u + (t / u - 1) * (u • (1 : ℝ)) = t := by
    rw [smul_eq_mul]
    linear_combination hd
  rw [← Matrix.mulVec_mulVec, hv, deflator_mulVec, dotProduct_smul, hn, ← add_smul, e]

/-- For symmetric `E` with `E v = u v` and `u ≠ 0`, the preconditioned matrix is
`P E = E + (t - u) v vᵀ`. -/
theorem deflator_mul_of_isSymm (E : Matrix n n ℝ) (v : n → ℝ) (u t : ℝ) (hE : E.IsSymm)
    (hv : E *ᵥ v = u • v) (hu : u ≠ 0) :
    deflator (t / u) v * E = E + (t - u) • vecMulVec v v := by
  have hd : t / u * u = t := div_mul_cancel₀ t hu
  have hl : v ᵥ* E = u • v := by rw [← Matrix.mulVec_transpose, hE.eq, hv]
  rw [deflator_mul, hl]
  ext i j
  simp only [Matrix.add_apply, Matrix.smul_apply, vecMulVec_apply, Pi.smul_apply, smul_eq_mul]
  linear_combination (v i * v j) * hd

/-- For symmetric `E` with `E v = u v`, a mode `E x = μ x` with `μ ≠ u` also satisfies
`P E x = μ x`, for any scaling factor `r` in the preconditioner. -/
theorem other_mode_unchanged (E : Matrix n n ℝ) (v x : n → ℝ) (u μ r : ℝ) (hE : E.IsSymm)
    (hv : E *ᵥ v = u • v) (hx : E *ᵥ x = μ • x) (hμ : μ ≠ u) :
    (deflator r v * E) *ᵥ x = μ • x := by
  have hl : v ᵥ* E = u • v := by rw [← Matrix.mulVec_transpose, hE.eq, hv]
  -- modes with different eigenvalues are orthogonal
  have h1 : μ * (v ⬝ᵥ x) = u * (v ⬝ᵥ x) := by
    have h := Matrix.dotProduct_mulVec v E x
    rw [hx, hl, dotProduct_smul, smul_dotProduct] at h
    exact h
  have h0 : v ⬝ᵥ x = 0 := by
    have h2 : (μ - u) * (v ⬝ᵥ x) = 0 := by linear_combination h1
    exact (mul_eq_zero.mp h2).resolve_left (sub_ne_zero.mpr hμ)
  rw [← Matrix.mulVec_mulVec, hx, deflator_mulVec, dotProduct_smul, h0]
  simp

/-- The symmetric matrix `[[10, 12], [12, 17]]` has the normalised mode `(3/5, 4/5)` with
eigenvalue `26` and the mode `(4, -3)` with eigenvalue `1`. -/
theorem deflation_witness :
    (!![10, 12; 12, 17] : Matrix (Fin 2) (Fin 2) ℝ).IsSymm ∧
    (!![10, 12; 12, 17] : Matrix (Fin 2) (Fin 2) ℝ) *ᵥ ![3 / 5, 4 / 5]
      = (26 : ℝ) • ![3 / 5, 4 / 5] ∧
    (![3 / 5, 4 / 5] : Fin 2 → ℝ) ⬝ᵥ ![3 / 5, 4 / 5] = 1 ∧
    (!![10, 12; 12, 17] : Matrix (Fin 2) (Fin 2) ℝ) *ᵥ ![4, -3] = (1 : ℝ) • ![4, -3] := by
  refine ⟨?_, ?_, ?_, ?_⟩
  · exact Matrix.IsSymm.ext fun i j => by fin_cases i <;> fin_cases j <;> simp
  · ext i
    fin_cases i <;> simp [Matrix.mulVec, dotProduct, Fin.sum_univ_succ] <;> norm_num
  · norm_num [dotProduct, Fin.sum_univ_succ]
  · ext i
    fin_cases i <;> simp [Matrix.mulVec, dotProduct, Fin.sum_univ_succ] <;> norm_num

end ModeDeflation
```

```lean
#print axioms ModeDeflation.brauer_charpoly
-- 'ModeDeflation.brauer_charpoly' depends on axioms: [propext, Classical.choice, Quot.sound]
#print axioms ModeDeflation.roots_deflated
-- 'ModeDeflation.roots_deflated' depends on axioms: [propext, Classical.choice, Quot.sound]
#print axioms ModeDeflation.deflator_mul_of_isSymm
-- 'ModeDeflation.deflator_mul_of_isSymm' depends on axioms: [propext, Classical.choice, Quot.sound]
#print axioms ModeDeflation.other_mode_unchanged
-- 'ModeDeflation.other_mode_unchanged' depends on axioms: [propext, Classical.choice, Quot.sound]
```

## The polynomial identity and its corollaries

Rows and columns are labelled by a finite type `n`. The matrix $E$ is a `Matrix n n ℝ`, and a vector is a function `n → ℝ`. The product $Ev$ is `E *ᵥ v`, the row vector $v^{\mathsf T}E$ is `v ᵥ* E`, the Euclidean scalar product $v\cdot x = \sum_k v_k x_k$ is `v ⬝ᵥ x`, and the rank-one matrix $vw^{\mathsf T}$ with entries $v_i w_j$ is `vecMulVec v w`. The definition `deflator r v` is $1 + (r-1)\,vv^{\mathsf T}$ for a real factor $r$, and $P$ is the case $r = t/u$. For a square matrix $M$, `charpoly` is the monic polynomial $\chi_M(X) = \det(X\,1 - M)$ in the indeterminate `X`, and `C u` is the number $u$ read as a constant polynomial.

The main theorem `charpoly_deflated` assumes $Ev = uv$ (`hv`), $v\cdot v = 1$ (`hn`) and $u \neq 0$ (`hu`), and concludes

$$(X-u)\,\chi_{PE}(X) = (X-t)\,\chi_E(X).$$

This is an equality of polynomials, with both linear factors kept as multipliers, so nothing is divided. The number $t$ is unrestricted. The hypothesis `hn` excludes an empty index type; with a single index, $v = \pm 1$, $E = u$, $P = t/u$ and $PE = t$, and both sides equal $(X-u)(X-t)$.

Under the same three hypotheses, `roots_deflated` says that the real roots of $\chi_{PE}$ together with $u$ form the same multiset as the real roots of $\chi_E$ together with $t$, each root counted with its algebraic multiplicity. One copy of $u$ is exchanged for one copy of $t$, so if $u$ is degenerate its further copies stay where they were. The multiset `roots` of a real polynomial contains only real roots; complex eigenvalues of a non-symmetric $E$ appear only implicitly, through the polynomial identity. The theorem `deflated_mode` adds that $v$ itself carries the new eigenvalue, $PEv = tv$.

Symmetry, `E.IsSymm`, is a hypothesis of two theorems only. For symmetric $E$ with $Ev = uv$ and $u \neq 0$, `deflator_mul_of_isSymm` gives the additive form $PE = E + (t-u)\,vv^{\mathsf T}$, without any normalisation of $v$. For symmetric $E$, `other_mode_unchanged` says that a vector $x$ with $Ex = \mu x$ and $\mu \neq u$ also obeys $PEx = \mu x$, where $P$ may be built with any factor $r$; neither $v\cdot v = 1$ nor $u \neq 0$ is assumed there.

## The response matrix in density mixing

Let $\rho$ be the vector of density coefficients in a finite basis, $F$ the map from input to output density, and $\rho^\ast = F(\rho^\ast)$ the self-consistent solution. Preconditioned linear mixing with step $\alpha > 0$ produces iterates $\rho_{m+1} = \rho_m + \alpha P\,(F(\rho_m) - \rho_m)$. With the error $\delta_m = \rho_m - \rho^\ast$ and the Jacobian $J$ of $F$ at $\rho^\ast$, the residual is $F(\rho_m) - \rho_m \approx -(1-J)\,\delta_m$. Setting $E = 1 - J$, the linearised iteration is

$$\delta_{m+1} = (1 - \alpha PE)\,\delta_m .$$

An eigenvector of $PE$ with real eigenvalue $\mu$ is multiplied by $1 - \alpha\mu$ in each step, and it decays when $0 < \alpha\mu < 2$. With $P = 1$, one large eigenvalue $u$ forces $\alpha < 2/u$; for a larger step that mode alternates in sign and grows, which is the picture of a sloshing mode, and for a smaller step the modes with small eigenvalues decay slowly. In the linearised, finite-dimensional model with a single exactly known mode, the theorem says that $P$ puts the factor $1 - \alpha t$ in place of $1 - \alpha u$ and changes no other factor.

The condition $v\cdot v = 1$ makes $vv^{\mathsf T}$ the orthogonal projector on the mode, so that $P$ multiplies the component of the residual along $v$ by $r$ and passes the orthogonal part through; orthogonality here refers to the Euclidean product of coefficient vectors, which is the overlap of densities when the basis is orthonormal, while the theorems themselves hold for coefficients in any basis. The condition $u \neq 0$ says that the residual responds at first order to an error along $v$. The target $t$ is the stiffness assigned to the mode; values $t \le 0$ are allowed by the statement, although the mode then does not decay for any $\alpha > 0$. Symmetry is a genuine restriction in this setting, since a Jacobian that is a product of a susceptibility and an interaction kernel need not be symmetric even when both factors are.

The eigenvector equation is assumed, not derived. The file contains no map $F$, no iteration and no convergence rate, and it treats neither an approximate $v$, nor several deflated modes, nor a preconditioner for complex matrices, nor infinite dimension. The iteration above, the products $PE$ in the examples below and the counter-examples are ordinary arithmetic set beside the theorems, not statements compiled in the file.

## A bordered determinant

The polynomial identity, and with it the statement on roots, rests on one determinant identity. Let $M$ be a square matrix over a commutative ring, $v$ and $w$ vectors, and $a$ a ring element with $Mv = av$. Border $M$ by the column $v$, the row $w^{\mathsf T}$ and the corner $1$, and multiply on the right by a block triangular matrix:

$$\begin{pmatrix} M & v \\ w^{\mathsf T} & 1\end{pmatrix}\begin{pmatrix} 1 & -v \\ 0 & a\end{pmatrix} = \begin{pmatrix} M & -Mv + av \\ w^{\mathsf T} & -w\cdot v + a\end{pmatrix} = \begin{pmatrix} M & 0 \\ w^{\mathsf T} & a - w\cdot v\end{pmatrix}.$$

The first factor has corner $1$, so eliminating the border gives the determinant $\det(M - vw^{\mathsf T})$. The second factor has determinant $a$, and the right side has determinant $(a - w\cdot v)\det M$. Therefore

$$a\,\det(M - vw^{\mathsf T}) = (a - w\cdot v)\,\det M ,$$

and neither $a$ nor $M$ was inverted.

In `det_sub_rank_one` the extra row and column are indexed by `Unit`: `Bc` is the column $v$, `Cr` the row $w^{\mathsf T}$, and `A` and `D` are the one-by-one blocks $a$ and $a - w\cdot v$. The step `hMB` restates $Mv = av$ in block form and clears the upper right block, `hD'` computes the corner, and `h1` is the displayed product. After `det_mul`, the three determinants come from `det_fromBlocks_one₂₂`, `det_fromBlocks_zero₂₁` and `det_fromBlocks_zero₁₂`, with `hBC` identifying `Bc * Cr` as $vw^{\mathsf T}$.

## From the determinant to the eigenvalue shift

Take $M = X\,1 - E$, a matrix with polynomial entries. From $Ev = uv$ follows $Mv = (X-u)\,v$, so $a = X - u$, and $M - vw^{\mathsf T} = X\,1 - (E + vw^{\mathsf T})$. The determinant identity becomes

$$(X-u)\,\chi_{E + vw^{\mathsf T}}(X) = \bigl(X - (u + w\cdot v)\bigr)\,\chi_E(X).$$

This is `brauer_charpoly`, Brauer's eigenvalue shift written as a polynomial identity over any commutative ring. Here `charmatrix E` is $X\,1 - E$, `hev` is the eigenvector equation with the entries of $v$ read as constant polynomials, `hM` splits off the rank-one term, and `key` applies the previous theorem over the polynomial ring, which is where its generality is used.

The preconditioned matrix has this form, because

$$PE = E + (r-1)\,v\,(v^{\mathsf T}E) = E + vw^{\mathsf T}, \qquad w^{\mathsf T} = (r-1)\,v^{\mathsf T}E ,$$

which is `deflator_mul`. At $r = t/u$ the shift is

$$w\cdot v = (r-1)\,v^{\mathsf T}Ev = (r-1)\,u\,(v\cdot v) = (t/u)\,u - u = t - u .$$

The product $v^{\mathsf T}Ev$ is evaluated by letting $E$ act to the right, so no symmetry is involved. In `charpoly_deflated` this chain is `hw`: `Matrix.dotProduct_mulVec` regroups $(v^{\mathsf T}E)v$ as $v\cdot(Ev)$, then `hv` and `hn` are inserted, and `hd`, the equation $(t/u)\,u = t$, is the one place where `hu` is used.

For `roots_deflated`, both sides of the identity are products of monic polynomials and so nonzero; `roots_mul` then splits the roots of each product, and $X - u$ and $X - t$ contribute $\{u\}$ and $\{t\}$. For the eigenvectors, `deflator_mulVec` gives $Px = x + (r-1)(v\cdot x)\,v$. Applied to $Ev = uv$ it yields $PEv = \bigl(u + (t/u - 1)u\bigr)v = tv$, with the bracket evaluated in the step `e` of `deflated_mode`.

If $E$ is symmetric, transposing $Ev = uv$ gives $v^{\mathsf T}E = u\,v^{\mathsf T}$, which is `hl`. Then $w = (t/u - 1)\,u\,v = (t-u)\,v$, the additive form. For a second mode $Ex = \mu x$, the number $v^{\mathsf T}Ex$ equals $\mu\,(v\cdot x)$ when $E$ acts to the right and $u\,(v\cdot x)$ when it acts to the left (`h1`). With $\mu \neq u$ this forces $v\cdot x = 0$ (`h0`), and $PEx = \mu x + (r-1)\,\mu\,(v\cdot x)\,v = \mu x$.

## A two-mode example with eigenvalues 26 and 1

The theorem `deflation_witness` states four facts about

$$E = \begin{pmatrix} 10 & 12 \\ 12 & 17\end{pmatrix}.$$

It is symmetric, $v = (3/5,\,4/5)$ obeys $Ev = 26\,v$, $v\cdot v = 1$, and $x = (4,-3)$, whose normalised form is $(4/5,\,-3/5)$, obeys $Ex = x$. The trace $27$ and determinant $170 - 144 = 26$ give $\chi_E = X^2 - 27X + 26 = (X-26)(X-1)$. With $t = 2$ the additive form gives

$$PE = E - \frac{24}{25}\begin{pmatrix} 9 & 12 \\ 12 & 16\end{pmatrix} = \frac{1}{25}\begin{pmatrix} 34 & 12 \\ 12 & 41\end{pmatrix},$$

with trace $75/25 = 3$ and determinant $(1394 - 144)/625 = 2$. So $\chi_{PE} = (X-2)(X-1)$, and both sides of the identity are $(X-26)(X-2)(X-1)$. Without preconditioning the factors $1 - 26\alpha$ and $1 - \alpha$ require $\alpha < 1/13$, and the step $\alpha = 2/27$ that balances them gives magnitude $25/27$. After deflation the factors are $1 - 2\alpha$ and $1 - \alpha$, and $\alpha = 2/3$ gives magnitude $1/3$.

## Non-symmetric matrices, unnormalised modes and zero modes

Without symmetry the eigenvalues still move as stated, but the other eigenvectors need not survive. Take

$$E = \begin{pmatrix} 4 & 2 \\ 0 & 1\end{pmatrix}, \quad v = (1,0), \quad u = 4, \quad t = 2, \quad P = \begin{pmatrix} 1/2 & 0 \\ 0 & 1\end{pmatrix}, \quad PE = \begin{pmatrix} 2 & 1 \\ 0 & 1\end{pmatrix}.$$

The eigenvalues go from $4, 1$ to $2, 1$. The vector $x = (2,-3)$ obeys $Ex = x$, yet $PEx = (1,-3)$ is not a multiple of $x$; the eigenvector of $PE$ for the eigenvalue $1$ is $(1,-1)$. The additive form fails as well, since $E + (t-u)\,vv^{\mathsf T}$ has the upper right entry $2$ where $PE$ has $1$.

Without normalisation the shift is $(t-u)(v\cdot v)$. Using $v = (3,4)$ in the two-mode example with $t = 2$ sends $26$ to $26 - 24\cdot 25 = -574$. For $u = 0$ one has $PEv = 0$ for every matrix $P$. Lean sets $t/0 = 0$, so the statement remains well formed, and for the one-by-one matrix $E = 0$ with $v = 1$ and $t = 1$ it would read $X\cdot X = (X-1)\,X$, which is false.
